# Gaussian hills of width $\sigma$ damp a cosine ripple in the hill density by $e^{-q^2\sigma^2/2}$

In metadynamics, Gaussian hills pile up along a collective variable $s$, and I would like to describe them by a continuous density of hill centres instead of a list. Suppose that density has a ripple with a wavelength of only two hill widths. How much of the ripple is left in the total bias? And if almost nothing is left, can I recover it by depositing more hills with the same pattern?

## Relative ripple and absolute ripple

Take the bias as an integral over hill centres $c$ on the whole real line,

$$V(s)=\int_{-\infty}^{\infty}\rho(c)\,e^{-(s-c)^2/(2\sigma^2)}\,dc ,\qquad \sigma>0 .$$

The hills have unit height, so $\rho$ absorbs the real height and has units of energy per unit of $s$. For $\rho(c)=a+b\cos(qc)$ with $a>0$ and $|b|\le a$, the ripple in $V$ is at most the fraction $e^{-q^2\sigma^2/2}$ of the mean bias. The condition $|b|\le a$ keeps the density non-negative: hills are only added, never removed.

A wavelength of $2\sigma$ means $q\sigma=\pi$, and the fraction is $e^{-\pi^2/2}\approx 0.007$. More hills with the same pattern multiply $a$ and $b$ by the same factor. The ripple then grows in energy, but its share of the mean bias stays the same.

## The Gaussian integral, step by step

Allow a phase $\varphi$ and write the wave times the hill as a real part:

$$\cos(qc+\varphi)\,e^{-(s-c)^2/(2\sigma^2)}=\mathrm{Re}\,e^{\beta c^2+\gamma c+\delta},$$

$$\beta=-\frac1{2\sigma^2},\qquad \gamma=\frac{s}{\sigma^2}+iq,\qquad \delta=-\frac{s^2}{2\sigma^2}+i\varphi .$$

Completing the square gives $\beta c^2+\gamma c+\delta=\beta\left(c+\frac{\gamma}{2\beta}\right)^2+\delta-\frac{\gamma^2}{4\beta}$. Since $\beta<0$, the Gaussian decays and the contour may be shifted back to the real line, so

$$\int e^{\beta c^2+\gamma c+\delta}\,dc=\sqrt{\frac{\pi}{-\beta}}\;e^{\delta-\gamma^2/(4\beta)} .$$

The prefactor is $\sqrt{2\pi\sigma^2}=\sqrt{2\pi}\,\sigma$, the area of one hill. In the exponent,

$$-\frac{\gamma^2}{4\beta}=\frac{\sigma^2}{2}\left(\frac{s}{\sigma^2}+iq\right)^2=\frac{s^2}{2\sigma^2}+iqs-\frac{q^2\sigma^2}{2}.$$

Adding $\delta$ cancels the $s^2$ terms and leaves $-q^2\sigma^2/2+i(qs+\varphi)$. The real part is

$$\int\cos(qc+\varphi)\,e^{-(s-c)^2/(2\sigma^2)}dc=\sqrt{2\pi}\,\sigma\,e^{-q^2\sigma^2/2}\cos(qs+\varphi).$$

For a finite sum of waves, $\rho(c)=a+\sum_k b_k\cos(q_kc+\varphi_k)$, linearity gives

$$V(s)=\sqrt{2\pi}\,\sigma\Big(a+\sum_k b_k e^{-q_k^2\sigma^2/2}\cos(q_ks+\varphi_k)\Big).$$

The uniform density $a$ alone gives $V_0=\sqrt{2\pi}\,\sigma a$. If $\sum_k|b_k|\le a$ and every $|q_k|\ge Q\ge0$, then

$$|V(s)-V_0|\le\sqrt{2\pi}\,\sigma\sum_k|b_k|e^{-q_k^2\sigma^2/2}\le e^{-Q^2\sigma^2/2}\,V_0 .$$

One wave with $b=a$, $|q|=Q$ and $\varphi=0$ reaches equality at $s=0$, where the cosine is 1.

For a single wave $b\cos(qc)$ with $b\ne0$ and phase zero, the ripple at $s=0$ has size $\sqrt{2\pi}\,\sigma|b|e^{-q^2\sigma^2/2}$. At least a fraction $\eta>0$ of the undamped value $\sqrt{2\pi}\,\sigma|b|$ survives exactly when $e^{-q^2\sigma^2/2}\ge\eta$, that is, when $q^2\sigma^2\le2\ln(1/\eta)$. Keeping half of the ripple therefore takes a wavelength $2\pi/q$ of at least about $5.3\,\sigma$.

## What the theorems say

In the Lean code, `hill σ s c` is the unit-height Gaussian and `bias ρ σ s` is $V(s)$. `waveDensity a b q φ` is the density with finitely many waves, indexed by a finite type `ι`; there `b`, `q` and `φ` are functions of the index.

- `bias_waveDensity` is the formula for $V(s)$, for any real amplitudes, and `bias_cosine` is its single-cosine case.
- `relative_modulation_le` is the bound. The hypothesis `hb` is $\sum_k|b_k|\le a$, which is sufficient for a non-negative density. The bound is written as a product, so it also holds for $a=0$, where both sides vanish; reading it as a fraction needs $a>0$.
- `relative_modulation_attained` is the equality at $s=0$.
- `resolution_criterion` is the equivalence for a surviving fraction `η`.

The step left to you is the passage from a real run, with finitely many hills on a bounded range, to this integral. The model has one collective variable and a fixed hill width, and it takes the density as given, whatever dynamics produced it. Within those limits, the result bears on the choice of hill width in a simulation: it tells you what fraction of each ripple in the hill density survives in the bias.

```lean
import Mathlib

open MeasureTheory

namespace MetadynamicsHillResolution

noncomputable section

/-- The Gaussian hill of unit height and width `σ ≠ 0` centred at `c`, evaluated at `s`. -/
def hill (σ s c : ℝ) : ℝ := Real.exp (-(s - c) ^ 2 / (2 * σ ^ 2))

/-- The total bias at `s` when hills of width `σ ≠ 0` are deposited with density `ρ`
over their centres. -/
def bias (ρ : ℝ → ℝ) (σ s : ℝ) : ℝ := ∫ c : ℝ, ρ c * hill σ s c

/-- A deposition density made of a uniform part `a` and finitely many cosine waves with
amplitudes `b k`, wavenumbers `q k` and phases `φ k`. -/
def waveDensity {ι : Type*} [Fintype ι] (a : ℝ) (b q φ : ι → ℝ) : ℝ → ℝ :=
  fun c => a + ∑ k, b k * Real.cos (q k * c + φ k)

/-- A cosine wave times a Gaussian hill of width `σ > 0` is the real part of a complex
Gaussian with a quadratic exponent. -/
theorem wave_mul_hill_eq_re {σ : ℝ} (hσ : 0 < σ) (q φ s c : ℝ) :
    (Complex.exp (((-(1 / (2 * σ ^ 2)) : ℝ) : ℂ) * (c : ℂ) ^ 2
      + ((s / σ ^ 2 : ℝ) + q * Complex.I) * c
      + ((-(s ^ 2 / (2 * σ ^ 2)) : ℝ) + φ * Complex.I))).re
      = Real.cos (q * c + φ) * hill σ s c := by
  have hσ' : (σ : ℂ) ≠ 0 := by exact_mod_cast hσ.ne'
  -- complete the square in the real part of the exponent
  have h : ((-(1 / (2 * σ ^ 2)) : ℝ) : ℂ) * (c : ℂ) ^ 2
      + ((s / σ ^ 2 : ℝ) + q * Complex.I) * c
      + ((-(s ^ 2 / (2 * σ ^ 2)) : ℝ) + φ * Complex.I)
      = ((-(s - c) ^ 2 / (2 * σ ^ 2) : ℝ) : ℂ) + ((q * c + φ : ℝ) : ℂ) * Complex.I := by
    push_cast
    field_simp
    ring
  rw [h, Complex.exp_re, Complex.add_re, Complex.add_im, Complex.re_ofReal_mul,
    Complex.im_ofReal_mul, Complex.ofReal_re, Complex.ofReal_im, Complex.I_re, Complex.I_im,
    mul_zero, add_zero, mul_one, zero_add, hill, mul_comm]

/-- A cosine wave times a Gaussian hill of width `σ > 0` is integrable over the hill centre. -/
theorem integrable_wave_mul_hill {σ : ℝ} (hσ : 0 < σ) (q φ s : ℝ) :
    Integrable (fun c : ℝ => Real.cos (q * c + φ) * hill σ s c) := by
  have hb : (((-(1 / (2 * σ ^ 2)) : ℝ) : ℂ)).re < 0 := by
    rw [Complex.ofReal_re]
    exact neg_neg_of_pos (by positivity)
  have h := Complex.reCLM.integrable_comp (integrable_cexp_quadratic' hb
    ((s / σ ^ 2 : ℝ) + q * Complex.I) ((-(s ^ 2 / (2 * σ ^ 2)) : ℝ) + φ * Complex.I))
  exact h.congr (Filter.Eventually.of_forall fun c => wave_mul_hill_eq_re hσ q φ s c)

/-- Smoothing a cosine wave of wavenumber `q` with hills of width `σ > 0` keeps its shape and
multiplies it by the hill area `√(2π) σ` and the damping factor `exp(-q²σ²/2)`. -/
theorem integral_wave_mul_hill {σ : ℝ} (hσ : 0 < σ) (q φ s : ℝ) :
    ∫ c : ℝ, Real.cos (q * c + φ) * hill σ s c
      = √(2 * Real.pi) * σ * (Real.exp (-q ^ 2 * σ ^ 2 / 2) * Real.cos (q * s + φ)) := by
  have hσ' : (σ : ℂ) ≠ 0 := by exact_mod_cast hσ.ne'
  have hb : (((-(1 / (2 * σ ^ 2)) : ℝ) : ℂ)).re < 0 := by
    rw [Complex.ofReal_re]
    exact neg_neg_of_pos (by positivity)
  have hint := Complex.reCLM.integral_comp_comm (integrable_cexp_quadratic' hb
    ((s / σ ^ 2 : ℝ) + q * Complex.I) ((-(s ^ 2 / (2 * σ ^ 2)) : ℝ) + φ * Complex.I))
  rw [integral_cexp_quadratic hb] at hint
  -- the prefactor is the area of one hill
  have hr : √(2 * Real.pi) * σ = (2 * Real.pi * σ ^ 2) ^ (1 / 2 : ℝ) := by
    rw [← Real.sqrt_eq_rpow, Real.sqrt_mul (show (0 : ℝ) ≤ 2 * Real.pi by positivity),
      Real.sqrt_sq hσ.le]
  have hpre : ((Real.pi : ℂ) / -((-(1 / (2 * σ ^ 2)) : ℝ) : ℂ)) ^ (1 / 2 : ℂ)
      = ((√(2 * Real.pi) * σ : ℝ) : ℂ) := by
    have h1 : (Real.pi : ℂ) / -((-(1 / (2 * σ ^ 2)) : ℝ) : ℂ)
        = ((2 * Real.pi * σ ^ 2 : ℝ) : ℂ) := by
      push_cast
      field_simp
    rw [h1, hr, Complex.ofReal_cpow (by positivity)]
    norm_num
  -- the exponent splits into damping and phase
  have hexp : ((-(s ^ 2 / (2 * σ ^ 2)) : ℝ) + φ * Complex.I)
      - ((s / σ ^ 2 : ℝ) + q * Complex.I) ^ 2 / (4 * ((-(1 / (2 * σ ^ 2)) : ℝ) : ℂ))
      = ((-q ^ 2 * σ ^ 2 / 2 : ℝ) : ℂ) + ((q * s + φ : ℝ) : ℂ) * Complex.I := by
    push_cast
    field_simp
    ring_nf
    simp only [Complex.I_sq]
    ring
  rw [hpre, hexp, Complex.reCLM_apply, Complex.re_ofReal_mul, Complex.exp_re,
    Complex.add_re, Complex.add_im, Complex.re_ofReal_mul, Complex.im_ofReal_mul,
    Complex.ofReal_re, Complex.ofReal_im, Complex.I_re, Complex.I_im,
    mul_zero, add_zero, mul_one, zero_add] at hint
  rw [← hint]
  exact integral_congr_ae
    (Filter.Eventually.of_forall fun c => (wave_mul_hill_eq_re hσ q φ s c).symm)

/-- For hills of width `σ > 0`, the total bias is the deposition density times the hill area,
with each wave damped by its own factor `exp(-q²σ²/2)`. -/
theorem bias_waveDensity {ι : Type*} [Fintype ι] {σ : ℝ} (hσ : 0 < σ)
    (a : ℝ) (b q φ : ι → ℝ) (s : ℝ) :
    bias (waveDensity a b q φ) σ s = √(2 * Real.pi) * σ *
      (a + ∑ k, b k * (Real.exp (-q k ^ 2 * σ ^ 2 / 2) * Real.cos (q k * s + φ k))) := by
  have hsplit : ∀ c : ℝ, waveDensity a b q φ c * hill σ s c
      = a * (Real.cos (0 * c + 0) * hill σ s c)
        + ∑ k, b k * (Real.cos (q k * c + φ k) * hill σ s c) := by
    intro c
    simp only [waveDensity, zero_mul, add_zero, Real.cos_zero, one_mul, add_mul,
      Finset.sum_mul, mul_assoc]
  have hi : ∀ k ∈ (Finset.univ : Finset ι),
      Integrable (fun c : ℝ => b k * (Real.cos (q k * c + φ k) * hill σ s c)) :=
    fun k _ => (integrable_wave_mul_hill hσ (q k) (φ k) s).const_mul (b k)
  unfold bias
  simp_rw [hsplit]
  rw [integral_add ((integrable_wave_mul_hill hσ 0 0 s).const_mul a)
    (integrable_finsetSum _ hi), integral_finsetSum _ hi]
  simp_rw [integral_const_mul, integral_wave_mul_hill hσ]
  rw [mul_add, Finset.mul_sum]
  congr 1
  · norm_num
    ring
  · exact Finset.sum_congr rfl fun k _ => by ring

/-- A uniform density `a` of hills of width `σ > 0` gives the flat bias `√(2π) σ a`. -/
theorem bias_uniform {σ : ℝ} (hσ : 0 < σ) (a s : ℝ) :
    bias (fun _ => a) σ s = √(2 * Real.pi) * σ * a := by
  have h := bias_waveDensity hσ a (fun _ : Fin 0 => 0) (fun _ => 0) (fun _ => 0) s
  have hρ : waveDensity a (fun _ : Fin 0 => 0) (fun _ => 0) (fun _ => 0) = fun _ => a := by
    funext c
    simp [waveDensity]
  rw [hρ] at h
  simpa only [Finset.univ_eq_empty, Finset.sum_empty, add_zero] using h

/-- If the wave amplitudes sum to at most `a` and no wavenumber is smaller in size than `Q ≥ 0`,
hills of width `σ > 0` give a bias that deviates from the flat bias of the uniform density `a`
by at most the fraction `exp(-Q²σ²/2)`. -/
theorem relative_modulation_le {ι : Type*} [Fintype ι] {σ a Q : ℝ} (hσ : 0 < σ)
    (b q φ : ι → ℝ) (hb : ∑ k, |b k| ≤ a) (hQ : 0 ≤ Q) (hq : ∀ k, Q ≤ |q k|) (s : ℝ) :
    |bias (waveDensity a b q φ) σ s - bias (fun _ => a) σ s|
      ≤ Real.exp (-Q ^ 2 * σ ^ 2 / 2) * bias (fun _ => a) σ s := by
  have hC : 0 ≤ √(2 * Real.pi) * σ := by positivity
  -- each wave is damped at least as strongly as a wave of wavenumber Q
  have hk : ∀ k, |b k * (Real.exp (-q k ^ 2 * σ ^ 2 / 2) * Real.cos (q k * s + φ k))|
      ≤ |b k| * Real.exp (-Q ^ 2 * σ ^ 2 / 2) := by
    intro k
    have h1 : Q ^ 2 ≤ q k ^ 2 := by
      rw [← sq_abs (q k)]
      exact pow_le_pow_left₀ hQ (hq k) 2
    have h2 : Real.exp (-q k ^ 2 * σ ^ 2 / 2) ≤ Real.exp (-Q ^ 2 * σ ^ 2 / 2) :=
      Real.exp_le_exp.2 (by linarith [mul_le_mul_of_nonneg_right h1 (sq_nonneg σ)])
    rw [abs_mul, abs_mul, abs_of_pos (Real.exp_pos _)]
    refine mul_le_mul_of_nonneg_left ?_ (abs_nonneg _)
    exact (mul_le_of_le_one_right (Real.exp_pos _).le (Real.abs_cos_le_one _)).trans h2
  have hS := (Finset.abs_sum_le_sum_abs
    (fun k => b k * (Real.exp (-q k ^ 2 * σ ^ 2 / 2) * Real.cos (q k * s + φ k)))
    Finset.univ).trans (Finset.sum_le_sum fun k _ => hk k)
  rw [← Finset.sum_mul] at hS
  have hT := hS.trans (mul_le_mul_of_nonneg_right hb (Real.exp_pos _).le)
  rw [bias_waveDensity hσ, bias_uniform hσ, ← mul_sub, add_sub_cancel_left, abs_mul,
    abs_of_nonneg hC]
  exact (mul_le_mul_of_nonneg_left hT hC).trans_eq (by ring)

/-- For the density `a + b cos(q c)` and hills of width `σ > 0`, the total bias is
`√(2π) σ (a + b exp(-q²σ²/2) cos(q s))`. -/
theorem bias_cosine {σ : ℝ} (hσ : 0 < σ) (a b q s : ℝ) :
    bias (fun c => a + b * Real.cos (q * c)) σ s = √(2 * Real.pi) * σ *
      (a + b * (Real.exp (-q ^ 2 * σ ^ 2 / 2) * Real.cos (q * s))) := by
  have h := bias_waveDensity hσ a (fun _ : Unit => b) (fun _ => q) (fun _ => 0) s
  have hρ : waveDensity a (fun _ : Unit => b) (fun _ => q) (fun _ => 0)
      = fun c => a + b * Real.cos (q * c) := by
    funext c
    simp [waveDensity]
  rw [hρ] at h
  simpa only [Finset.univ_unique, Finset.sum_singleton, add_zero] using h

/-- For the density `a + a cos(q c)` and hills of width `σ > 0`, the bias at `s = 0` minus the flat
bias of the uniform density `a` equals `exp(-q²σ²/2)` times that flat bias. -/
theorem relative_modulation_attained {σ : ℝ} (hσ : 0 < σ) (a q : ℝ) :
    bias (fun c => a + a * Real.cos (q * c)) σ 0 - bias (fun _ => a) σ 0
      = Real.exp (-q ^ 2 * σ ^ 2 / 2) * bias (fun _ => a) σ 0 := by
  rw [bias_cosine hσ, bias_uniform hσ, mul_zero, Real.cos_zero]
  ring

/-- For hills of width `σ > 0` and a ripple `b cos(q c)` with `b ≠ 0` in the density, the bias
at `s = 0` keeps at least a fraction `η > 0` of the undamped ripple `√(2π) σ |b|` exactly when
`q²σ² ≤ 2 ln(1/η)`. -/
theorem resolution_criterion {σ b η : ℝ} (hσ : 0 < σ) (hb : b ≠ 0) (hη : 0 < η) (a q : ℝ) :
    η * (√(2 * Real.pi) * σ * |b|)
        ≤ |bias (fun c => a + b * Real.cos (q * c)) σ 0 - bias (fun _ => a) σ 0|
      ↔ q ^ 2 * σ ^ 2 ≤ 2 * Real.log (1 / η) := by
  have hC : 0 < √(2 * Real.pi) * σ := by positivity
  have hP : 0 < √(2 * Real.pi) * σ * |b| := mul_pos hC (abs_pos.2 hb)
  have hdiff : |bias (fun c => a + b * Real.cos (q * c)) σ 0 - bias (fun _ => a) σ 0|
      = Real.exp (-q ^ 2 * σ ^ 2 / 2) * (√(2 * Real.pi) * σ * |b|) := by
    rw [bias_cosine hσ, bias_uniform hσ, mul_zero, Real.cos_zero, mul_one, ← mul_sub,
      add_sub_cancel_left, abs_mul, abs_of_pos hC, abs_mul, abs_of_pos (Real.exp_pos _)]
    ring
  have hcancel : η * (√(2 * Real.pi) * σ * |b|)
        ≤ Real.exp (-q ^ 2 * σ ^ 2 / 2) * (√(2 * Real.pi) * σ * |b|)
      ↔ η ≤ Real.exp (-q ^ 2 * σ ^ 2 / 2) :=
    ⟨fun h => le_of_mul_le_mul_right h hP, fun h => mul_le_mul_of_nonneg_right h hP.le⟩
  -- compare the damping factor with η on a logarithmic scale
  rw [hdiff, hcancel, ← Real.log_le_iff_le_exp hη, one_div, Real.log_inv]
  constructor <;> intro h <;> linarith

end

end MetadynamicsHillResolution
```

```lean
#print axioms MetadynamicsHillResolution.bias_waveDensity
-- 'MetadynamicsHillResolution.bias_waveDensity' depends on axioms: [propext, Classical.choice, Quot.sound]
#print axioms MetadynamicsHillResolution.relative_modulation_le
-- 'MetadynamicsHillResolution.relative_modulation_le' depends on axioms: [propext, Classical.choice, Quot.sound]
#print axioms MetadynamicsHillResolution.relative_modulation_attained
-- 'MetadynamicsHillResolution.relative_modulation_attained' depends on axioms: [propext, Classical.choice, Quot.sound]
#print axioms MetadynamicsHillResolution.resolution_criterion
-- 'MetadynamicsHillResolution.resolution_criterion' depends on axioms: [propext, Classical.choice, Quot.sound]
```

## From one complex Gaussian to the bound

`wave_mul_hill_eq_re` is the rewriting as a real part. Its inner identity `h` regroups the exponent into the hill's real exponent plus $i(qc+\varphi)$, checked by `field_simp` and `ring`. `integrable_wave_mul_hill` then obtains integrability from that of the complex Gaussian.

`integral_wave_mul_hill` evaluates the integral. In it, `hpre` identifies the prefactor with the hill area, and `hexp` is the expansion of $\delta-\gamma^2/(4\beta)$, with `Complex.I_sq` supplying $i^2=-1$.

`bias_waveDensity` is the linearity step. It treats the constant $a$ as a wave with wavenumber and phase zero, so one integral formula serves every term. `bias_uniform` is the case with no waves at all.

In `relative_modulation_le`, `hk` bounds each wave using $|\cos|\le1$ and the monotonicity of the exponential. `hS` adds the triangle inequality, and `hT` inserts $\sum_k|b_k|\le a$. In `resolution_criterion`, `hdiff` computes the ripple at $s=0$, `hcancel` divides out the positive undamped ripple, and the logarithm turns the remaining inequality into the stated one.

## Taking the real part outside the integral

The central Mathlib result is `integral_cexp_quadratic`, the closed form for the integral of $e^{\beta c^2+\gamma c+\delta}$ when $\mathrm{Re}\,\beta<0$. It is a complex statement, while the bias is a real integral. The bridge is `Complex.reCLM`, the real part packaged as a continuous real-linear map. Such a map commutes with the integral of an integrable function, which is what `Complex.reCLM.integral_comp_comm` states, and `integrable_cexp_quadratic'` supplies the integrability.

The closed form contains a complex power with exponent $1/2$, which could raise a question of branch. Here its base is the positive real number $2\pi\sigma^2$, so `Complex.ofReal_cpow` reduces it to the ordinary square root.

## Long waves

As $q\to0$ at fixed $\sigma$, the damping factor tends to 1 and the bias follows the density in full, up to the hill area. Correspondingly, with $Q=0$ the bound only says that the deviation is no larger than the flat bias itself.
